# The power absorbed by a Lorentz oscillator at fixed field amplitude peaks at resonance, and its full width at half maximum is the damping constant

For a Lorentz oscillator with positive strength, resonance frequency and damping, driven at positive frequencies by a field of fixed amplitude, the absorbed power is largest exactly at the resonance frequency. The frequencies at which more than half of this maximum is absorbed form an interval whose length is exactly the damping constant, however strong the damping. Here all frequencies are angular frequencies, and the damping constant is the coefficient $g$ in the equation of motion $\ddot y+g\,\dot y+w_0^2\,y=fE$ of a polarisation $y$ in a field $E$.

When a line is described by a single Lorentz oscillator, its damping constant can therefore be read directly from a simulated or measured curve of the power absorbed at fixed field amplitude, without a weak-damping approximation.

## The oscillator and its band edges

Let a polarisation $y$ respond to a field $E$ through
$$\ddot y+g\,\dot y+w_0^2\,y=fE .$$
The strength $f$ measures the coupling to the field, $w_0$ is the angular frequency set by the restoring force, and $g$ is the rate constant of a friction term that stands for energy loss to the surroundings. All three are given parameters of the model.

```lean
import Mathlib

namespace LorentzAbsorptionLine

noncomputable section
```

With the time dependence $e^{-iwt}$, the ratio of $y$ to $E$ is the susceptibility (in SI units, $\varepsilon_0$ times the usual dimensionless one)
$$\chi(w)=\frac{f}{w_0^2-w^2-igw}.$$
The file takes this formula as the definition `chi` and does not derive it from the equation of motion. The parameters and the frequency are real; the value is complex.

```lean
/-- Susceptibility of a Lorentz oscillator with strength `f`, resonance frequency `w0` and
damping `g`, at frequencies `w` where the denominator does not vanish. -/
def chi (f w0 g w : ℝ) : ℂ :=
  (f : ℂ) / ((w0 : ℂ) ^ 2 - (w : ℂ) ^ 2 - Complex.I * g * w)
```

A field of real amplitude $E_0$ does work per unit volume at the mean rate $\tfrac12E_0^2\,w\,\mathrm{Im}\,\chi(w)$. The quantity `absorbedPower` omits the constant prefactor:
$$P(w)=w\,\mathrm{Im}\,\chi(w).$$
Comparing its values at different frequencies therefore means comparing absorption at the same field amplitude. With the sign convention chosen above, a positive $P$ means that the oscillator takes energy from the field.

```lean
/-- Absorbed power `w Im chi(w)`, in units fixed by the driving field. -/
def absorbedPower (f w0 g w : ℝ) : ℝ := w * (chi f w0 g w).im
```

The distance from resonance is measured by the dimensionless detuning
$$x(w)=\frac{w_0^2-w^2}{gw}.$$

```lean
/-- Dimensionless detuning `(w0² - w²) / (g w)`, for `g` and `w` nonzero. -/
def detuning (w0 g w : ℝ) : ℝ := (w0 ^ 2 - w ^ 2) / (g * w)
```

For a real number $b$, two frequencies are named as the edges of a band:
$$u_b=\sqrt{w_0^2+\tfrac{b^2}{4}}+\tfrac b2,\qquad l_b=\sqrt{w_0^2+\tfrac{b^2}{4}}-\tfrac b2 .$$
In the file they are `upperEdge w0 b` and `lowerEdge w0 b`.

```lean
/-- For `w0 > 0` and `b ≥ 0`, the upper edge of a band of width `b` around `w0`. -/
def upperEdge (w0 b : ℝ) : ℝ := √(w0 ^ 2 + b ^ 2 / 4) + b / 2

/-- For `w0 > 0` and `b ≥ 0`, the lower edge of a band of width `b` around `w0`. -/
def lowerEdge (w0 b : ℝ) : ℝ := √(w0 ^ 2 + b ^ 2 / 4) - b / 2
```

The model has one resonance and a damping that does not depend on frequency. Overlapping lines and inhomogeneous broadening are not described.

## (a) Absorbed power in terms of the detuning

Let $g,w>0$, with $f$ and $w_0$ any real numbers. Show that
$$g\,\bigl(1+x(w)^2\bigr)\,P(w)=f .$$

**Solution.** Multiply the numerator and denominator of $\chi$ by the complex conjugate of the denominator. The imaginary part is
$$\mathrm{Im}\,\chi(w)=\frac{f\,gw}{(w_0^2-w^2)^2+(gw)^2},$$
where the denominator is positive because $gw>0$. Since $w_0^2-w^2=x\,gw$, it equals $(gw)^2(1+x^2)$. Hence
$$P(w)=\frac{f\,g\,w^2}{(gw)^2(1+x^2)}=\frac{f}{g(1+x^2)},$$
and multiplying by $g(1+x^2)$ gives the claim.

In the proof, `hden` separates the complex denominator into its real and imaginary parts, `him` is the formula for $\mathrm{Im}\,\chi$, and `hx` is the relation between $x$ and $w_0^2-w^2$. The closing `linear_combination` combines them after both sides have been multiplied by the real denominator.

```lean
/-- The absorbed power, multiplied by the damping and by one plus the squared detuning,
is the oscillator strength. -/
theorem absorbedPower_detuning {f w0 g w : ℝ} (hg : 0 < g) (hw : 0 < w) :
    g * (1 + detuning w0 g w ^ 2) * absorbedPower f w0 g w = f := by
  have hD : (w0 ^ 2 - w ^ 2) ^ 2 + (g * w) ^ 2 ≠ 0 := by positivity
  have hden : (w0 : ℂ) ^ 2 - (w : ℂ) ^ 2 - Complex.I * g * w
      = ⟨w0 ^ 2 - w ^ 2, -(g * w)⟩ := by
    apply Complex.ext <;> simp [pow_two]
  -- the imaginary part of the susceptibility
  have him : (chi f w0 g w).im
      = f * (g * w) / ((w0 ^ 2 - w ^ 2) ^ 2 + (g * w) ^ 2) := by
    rw [chi, hden, Complex.div_im, Complex.normSq_mk]
    simp only [Complex.ofReal_im, Complex.ofReal_re]
    ring
  have him' := (eq_div_iff hD).mp him
  have hx : detuning w0 g w * (g * w) = w0 ^ 2 - w ^ 2 :=
    div_mul_cancel₀ _ (mul_pos hg hw).ne'
  apply mul_right_cancel₀ hD
  unfold absorbedPower
  linear_combination g * (1 + detuning w0 g w ^ 2) * w * him'
    + f * (detuning w0 g w * (g * w) + (w0 ^ 2 - w ^ 2)) * hx
```

## (b) The sign of the absorbed power

Let $f,g,w>0$. Show that
$$P(w)>0 .$$

**Solution.** By (a), $P=f/\bigl(g(1+x^2)\bigr)$. The numerator is positive, and so are both factors of the denominator. No condition on $w_0$ is needed.

The step `hP` solves the identity of (a) for $P$, and `positivity` reads off the sign.

```lean
/-- A damped oscillator of positive strength absorbs at every positive frequency. -/
theorem absorbedPower_pos {f w0 g w : ℝ} (hf : 0 < f) (hg : 0 < g) (hw : 0 < w) :
    0 < absorbedPower f w0 g w := by
  have h := absorbedPower_detuning (f := f) (w0 := w0) hg hw
  have hP : absorbedPower f w0 g w = f / (g * (1 + detuning w0 g w ^ 2)) := by
    rw [eq_div_iff (by positivity)]
    linear_combination h
  rw [hP]
  positivity
```

## (c) Position of the band edges

Let $w_0>0$ and let $b$ be any real number. Show that
$$l_b>0,\qquad u_b>0,\qquad u_b-l_b=b,\qquad u_b\,l_b=w_0^2 .$$

**Solution.** Write $r=\sqrt{w_0^2+b^2/4}$. Because $w_0>0$, we have $r^2>b^2/4$, so $r>|b|/2$. Both $r+b/2$ and $r-b/2$ are therefore positive. Their difference is $b$, and their product is $r^2-b^2/4=w_0^2$.

The separation is signed: for negative $b$, the edge called upper lies below the other one. In the proof, `h1` and `h2` are the inequalities $r>b/2$ and $r>-b/2$, while `hr` supplies the value of $r^2$ for the product.

```lean
/-- Both edges are positive, `upperEdge w0 b` minus `lowerEdge w0 b` is `b`, and the resonance
frequency is their geometric mean. -/
theorem edges_spec {w0 : ℝ} (hw0 : 0 < w0) (b : ℝ) :
    0 < lowerEdge w0 b ∧ 0 < upperEdge w0 b ∧ upperEdge w0 b - lowerEdge w0 b = b ∧
      upperEdge w0 b * lowerEdge w0 b = w0 ^ 2 := by
  have hr := Real.sq_sqrt (show 0 ≤ w0 ^ 2 + b ^ 2 / 4 by positivity)
  have h1 : b / 2 < √(w0 ^ 2 + b ^ 2 / 4) :=
    Real.lt_sqrt_of_sq_lt (by nlinarith [pow_pos hw0 2])
  have h2 : -(b / 2) < √(w0 ^ 2 + b ^ 2 / 4) :=
    Real.lt_sqrt_of_sq_lt (by nlinarith [pow_pos hw0 2])
  unfold lowerEdge upperEdge
  refine ⟨by linarith, by linarith, by ring, ?_⟩
  linear_combination hr
```

## (d) Distance of the power from a given level

Let $w_0,g,w>0$, let $f$ and $s$ be any real numbers, and set
$$L_s=\frac{f}{g(1+s^2)} .$$
Write $u=u_{sg}$ and $l=l_{sg}$ for the edges of the band of width $sg$. Show that
$$(P-L_s)\,g(1+s^2)(gw)^2=P\,g\,(w+u)(w+l)\,(u-w)(w-l).$$

**Solution.** Both $g(1+s^2)L_s$ and $g(1+x^2)P$ equal $f$, the second by (a). Therefore
$$(P-L_s)\,g(1+s^2)=g(1+s^2)P-g(1+x^2)P=gP\,(s^2-x^2).$$
Multiplying by $(gw)^2$ and using $x\,gw=w_0^2-w^2$ turns the right-hand side into
$$gP\,\bigl[(sgw)^2-(w_0^2-w^2)^2\bigr].$$
The bracket is a difference of two squares, with factors $w^2+sgw-w_0^2$ and $w_0^2+sgw-w^2$. By (c), $sg=u-l$ and $w_0^2=ul$, so
$$w^2+(u-l)w-ul=(w+u)(w-l),$$
$$ul+(u-l)w-w^2=(u-w)(w+l).$$
Their product gives the stated factorisation.

The `generalize` steps replace the level and the two edges by single letters, so that only their algebraic relations remain. The factorisation of the bracket is `hq`, and the last `linear_combination` joins it to the identity of (a).

```lean
/-- The difference between the absorbed power and the level `f / (g (1 + s²))`, multiplied by `g (1
+ s²) (g w)²`, factorised using `upperEdge w0 (s * g)` and `lowerEdge w0 (s * g)`. -/
theorem level_gap {f w0 g w : ℝ} (hw0 : 0 < w0) (hg : 0 < g) (hw : 0 < w) (s : ℝ) :
    (absorbedPower f w0 g w - f / (g * (1 + s ^ 2))) * (g * (1 + s ^ 2) * (g * w) ^ 2)
      = absorbedPower f w0 g w * g * (w + upperEdge w0 (s * g)) * (w + lowerEdge w0 (s * g))
        * ((upperEdge w0 (s * g) - w) * (w - lowerEdge w0 (s * g))) := by
  obtain ⟨-, -, hd, hp⟩ := edges_spec hw0 (s * g)
  have h := absorbedPower_detuning (f := f) (w0 := w0) hg hw
  have hx : detuning w0 g w * (g * w) = w0 ^ 2 - w ^ 2 :=
    div_mul_cancel₀ _ (mul_pos hg hw).ne'
  have hT : f / (g * (1 + s ^ 2)) * (g * (1 + s ^ 2)) = f :=
    div_mul_cancel₀ _ (by positivity)
  generalize f / (g * (1 + s ^ 2)) = T at hT ⊢
  generalize upperEdge w0 (s * g) = u at hd hp ⊢
  generalize lowerEdge w0 (s * g) = l at hd hp ⊢
  -- the four factors combine to a difference of two squares
  have hq : (w + u) * (w + l) * ((u - w) * (w - l))
      = (s * (g * w)) ^ 2 - (w0 ^ 2 - w ^ 2) ^ 2 := by
    linear_combination w ^ 2 * (u - l + s * g) * hd + (2 * w ^ 2 - (u * l + w0 ^ 2)) * hp
  linear_combination (-(g * w) ^ 2) * hT + (g * w) ^ 2 * h
    - absorbedPower f w0 g w * g * hq
    - absorbedPower f w0 g w * g * (detuning w0 g w * (g * w) + (w0 ^ 2 - w ^ 2)) * hx
```

## (e) Frequencies at which a level is reached

Let $f,w_0,g,w>0$ and let $s$ be any real number. Show that
$$P(w)=L_s\iff w=u_{sg}\ \text{ or }\ w=l_{sg}.$$

**Solution.** In the identity of (d), the factor multiplying $P-L_s$ is positive. On the other side, $P$, $g$, $w+u$ and $w+l$ are positive by (b) and (c). Thus $P-L_s$ vanishes exactly when $(u-w)(w-l)$ does, which means at $w=u$ or $w=l$.

The positive factors are `hK` and `hC`. Each direction of the equivalence cancels them with `mul_eq_zero`.

```lean
/-- Among positive frequencies, the absorbed power equals `f / (g (1 + s²))` exactly at `upperEdge
w0 (s * g)` and `lowerEdge w0 (s * g)`. -/
theorem absorbedPower_eq_level_iff {f w0 g w : ℝ} (hf : 0 < f) (hw0 : 0 < w0) (hg : 0 < g)
    (hw : 0 < w) (s : ℝ) :
    absorbedPower f w0 g w = f / (g * (1 + s ^ 2)) ↔
      w = upperEdge w0 (s * g) ∨ w = lowerEdge w0 (s * g) := by
  obtain ⟨hl, hu, -, -⟩ := edges_spec hw0 (s * g)
  have hP := absorbedPower_pos (w0 := w0) hf hg hw
  have gap := level_gap (f := f) hw0 hg hw s
  have hK : 0 < g * (1 + s ^ 2) * (g * w) ^ 2 := by positivity
  have hC : 0 < absorbedPower f w0 g w * g * (w + upperEdge w0 (s * g))
      * (w + lowerEdge w0 (s * g)) := by positivity
  constructor
  · intro hE
    rw [sub_eq_zero.mpr hE, zero_mul] at gap
    rcases mul_eq_zero.mp ((mul_eq_zero.mp gap.symm).resolve_left hC.ne') with h | h
    · left; linarith
    · right; linarith
  · intro h
    have hF : (upperEdge w0 (s * g) - w) * (w - lowerEdge w0 (s * g)) = 0 := by
      rcases h with h | h
      · exact mul_eq_zero.mpr (Or.inl (by linarith))
      · exact mul_eq_zero.mpr (Or.inr (by linarith))
    rw [hF, mul_zero] at gap
    exact sub_eq_zero.mp ((mul_eq_zero.mp gap).resolve_right hK.ne')
```

## (f) Frequencies at which a level is exceeded

Let $f,w_0,g,w>0$ and $s\ge 0$. Show that
$$L_s<P(w)\iff l_{sg}<w<u_{sg}.$$

**Solution.** By the same identity and the same positive factors, $P-L_s$ is positive exactly when $(u-w)(w-l)$ is. A product of two real numbers is positive when both are positive or both are negative. The first case is $l<w<u$. The second would require $u<w<l$, which contradicts $u-l=sg\ge0$.

The condition $s\ge0$ puts the edges in their natural order. The proof uses it in the branch marked by `exfalso`, where both factors are negative.

```lean
/-- Among positive frequencies, the absorbed power exceeds `f / (g (1 + s²))` exactly inside the
band of width `s g`, for `s ≥ 0`. -/
theorem level_lt_absorbedPower_iff {f w0 g w s : ℝ} (hf : 0 < f) (hw0 : 0 < w0) (hg : 0 < g)
    (hw : 0 < w) (hs : 0 ≤ s) :
    f / (g * (1 + s ^ 2)) < absorbedPower f w0 g w ↔
      lowerEdge w0 (s * g) < w ∧ w < upperEdge w0 (s * g) := by
  obtain ⟨hl, hu, hd, -⟩ := edges_spec hw0 (s * g)
  have hP := absorbedPower_pos (w0 := w0) hf hg hw
  have gap := level_gap (f := f) hw0 hg hw s
  have hK : 0 < g * (1 + s ^ 2) * (g * w) ^ 2 := by positivity
  have hC : 0 < absorbedPower f w0 g w * g * (w + upperEdge w0 (s * g))
      * (w + lowerEdge w0 (s * g)) := by positivity
  constructor
  · intro h
    have h1 := mul_pos (sub_pos.mpr h) hK
    rw [gap] at h1
    rcases mul_pos_iff.mp ((mul_pos_iff_of_pos_left hC).mp h1) with ⟨a, b⟩ | ⟨a, b⟩
    · exact ⟨by linarith, by linarith⟩
    · -- both factors negative would put the lower edge above the upper one
      exfalso
      linarith [mul_nonneg hs hg.le]
  · rintro ⟨a, b⟩
    have h1 := mul_pos hC (mul_pos (sub_pos.mpr b) (sub_pos.mpr a))
    rw [← gap] at h1
    exact sub_pos.mp ((mul_pos_iff_of_pos_right hK).mp h1)
```

## (g) The maximum and the half-power frequencies

Let $f,w_0,g,w>0$. Show that
$$P(w)\le\frac fg,\qquad P(w)=\frac fg\iff w=w_0,$$
$$P(w)=\frac{f}{2g}\iff w=\sqrt{w_0^2+\tfrac{g^2}{4}}+\tfrac g2\ \text{ or }\ w=\sqrt{w_0^2+\tfrac{g^2}{4}}-\tfrac g2 .$$

**Solution.** Since $P>0$, part (a) gives
$$gP\le g(1+x^2)P=f,$$
which is the bound.

For equality, take $s=0$ in (e). The level is $L_0=f/g$, the band has zero width, and both edges equal $\sqrt{w_0^2}=w_0$.

For half the maximum, take $s=1$. The level is $L_1=f/(2g)$ and the band has width $g$, so its edges are the two stated frequencies.

The three bullets of the proof follow this order. In the first, `nlinarith` receives the fact that $gPx^2\ge0$. The second simplifies the zero-width band, and in the third `e` identifies half the maximum with $L_1$.

```lean
/-- Among positive frequencies, the absorbed power is at most `f / g`, reaches this value only at `w
= w0`, and equals half of it exactly at `√(w0² + g²/4) ± g/2`. -/
theorem lorentz_absorption_line {f w0 g w : ℝ} (hf : 0 < f) (hw0 : 0 < w0) (hg : 0 < g)
    (hw : 0 < w) :
    absorbedPower f w0 g w ≤ f / g ∧
    (absorbedPower f w0 g w = f / g ↔ w = w0) ∧
    (absorbedPower f w0 g w = f / g / 2 ↔
      w = √(w0 ^ 2 + g ^ 2 / 4) + g / 2 ∨ w = √(w0 ^ 2 + g ^ 2 / 4) - g / 2) := by
  refine ⟨?_, ?_, ?_⟩
  · have h := absorbedPower_detuning (f := f) (w0 := w0) hg hw
    have hP := absorbedPower_pos (w0 := w0) hf hg hw
    rw [le_div_iff₀ hg]
    nlinarith [mul_nonneg (mul_nonneg hg.le hP.le) (sq_nonneg (detuning w0 g w))]
  · -- the band of zero width
    have h0 := absorbedPower_eq_level_iff hf hw0 hg hw 0
    simpa [upperEdge, lowerEdge, Real.sqrt_sq hw0.le] using h0
  · -- the band of width `g`
    have e : f / g / 2 = f / (g * (1 + 1 ^ 2)) := by
      rw [div_div]
      norm_num
    have h1 := absorbedPower_eq_level_iff hf hw0 hg hw 1
    rw [← e, one_mul] at h1
    exact h1
```

## (h) The half-power band

Let $f,w_0,g,w>0$. Show that
$$\frac{f}{2g}<P(w)\iff\sqrt{w_0^2+\tfrac{g^2}{4}}-\tfrac g2<w<\sqrt{w_0^2+\tfrac{g^2}{4}}+\tfrac g2 .$$

**Solution.** Take $s=1$ in (f). The level is $f/(2g)$ and the edges are those of the band of width $g$. By (c) with $b=g$, both edges are positive and lie exactly $g$ apart. Their geometric mean is $w_0$, so the band is not centred on $w_0$: its midpoint $\sqrt{w_0^2+g^2/4}$ lies above the resonance.

The proof rewrites the level with `e`, as in (g), and then applies the band theorem at $s=1$.

```lean
/-- Among positive frequencies, more than half of `f / g` is absorbed exactly at those strictly
between `√(w0² + g²/4) - g/2` and `√(w0² + g²/4) + g/2`. -/
theorem half_power_band {f w0 g w : ℝ} (hf : 0 < f) (hw0 : 0 < w0) (hg : 0 < g)
    (hw : 0 < w) :
    f / g / 2 < absorbedPower f w0 g w ↔
      √(w0 ^ 2 + g ^ 2 / 4) - g / 2 < w ∧ w < √(w0 ^ 2 + g ^ 2 / 4) + g / 2 := by
  have e : f / g / 2 = f / (g * (1 + 1 ^ 2)) := by
    rw [div_div]
    norm_num
  have h1 := level_lt_absorbedPower_iff hf hw0 hg hw zero_le_one
  rw [← e, one_mul] at h1
  exact h1

end

end LorentzAbsorptionLine
```

```lean
#print axioms LorentzAbsorptionLine.absorbedPower_detuning
#print axioms LorentzAbsorptionLine.lorentz_absorption_line
#print axioms LorentzAbsorptionLine.half_power_band
```

```
'LorentzAbsorptionLine.absorbedPower_detuning' depends on axioms: [propext, Classical.choice, Quot.sound]
'LorentzAbsorptionLine.lorentz_absorption_line' depends on axioms: [propext, Classical.choice, Quot.sound]
'LorentzAbsorptionLine.half_power_band' depends on axioms: [propext, Classical.choice, Quot.sound]
```

## The amplitude of the polarisation current

The same algebra describes the current $\dot y$, whose amplitude per unit field is $w|\chi(w)|$. For $f,w_0,g,w>0$, the squared modulus of the denominator of $\chi$ is $(gw)^2(1+x^2)$, so
$$w^2|\chi(w)|^2=\frac{f^2}{g^2(1+x^2)}=\frac fg\,P(w).$$
The current amplitude therefore also peaks at $w_0$, with the value $f/g$, and it falls to $1/\sqrt2$ of that value at the two half-power frequencies. This relation is derived here by hand and is not part of the Lean file.
